# A periodic C² unit vector field that avoids a pole has zero Chern integral, as in the Qi-Wu-Zhang model at |u| > 2

**Q.** Take the Qi-Wu-Zhang model, two bands on a square lattice, with a mass $u=3$. The pseudospin direction $n(k)$ tilts as the momentum $k=(k_1,k_2)$ crosses the Brillouin zone, and its Berry curvature is not identically zero. Why must the total vanish?

**A.** Because $n$ never points to the south pole. Write $\partial_j$ for the derivative along $k_j$, and set
$$c=\partial_1 n\times\partial_2 n,\quad B=n\cdot c,\quad N_j=n_x\partial_j n_y-n_y\partial_j n_x,\quad A_j=\frac{N_j}{1+n_z}.$$
If $n_z>-1$ everywhere, $A_j$ is differentiable and periodic. I claim that its curl $F=\partial_1A_2-\partial_2A_1$ equals $B$.

**Q.** Show me the algebra.

**A.** Differentiate $(1+n_z)A_j=N_j$ and antisymmetrise. Mixed second derivatives cancel, which leaves $\partial_1N_2-\partial_2N_1=2c_z$. After one more factor of $1+n_z$,
$$(1+n_z)^2F=2(1+n_z)c_z-N_2\,\partial_1n_z+N_1\,\partial_2n_z.$$
The last two terms are $n_xc_x+n_yc_y=B-n_zc_z$, so the right side is $B+(2+n_z)c_z$.

Differentiating $n\cdot n=1$ gives $n\cdot\partial_jn=0$. Both derivatives are tangent to the sphere, so $c$ is parallel to $n$. Hence $c=Bn$ and $c_z=n_zB$. The right side becomes $(1+n_z)^2B$, and $F=B$.

Integrating over the zone leaves only edges:
$$\int_0^{2\pi}\![A_2(2\pi,t)-A_2(0,t)]\,dt-\int_0^{2\pi}\![A_1(s,2\pi)-A_1(s,0)]\,ds=0,$$
since opposite edges carry equal values. If $n$ avoids the north pole instead, apply this to $-n$, whose triple product is $-B$.

For the model, $n=d/|d|$ with $d=(\sin k_1,\sin k_2,u+\cos k_1+\cos k_2)$. When $u>2$, $d_z\ge u-2>0$; when $u<-2$, $d_z\le u+2<0$. Either way $|d|>0$ and one pole is avoided.

**Q.** What does the Lean version take a field on the Brillouin zone to be?

**A.** A function on the whole momentum plane, with components $n_x,n_y,n_z$ numbered `0`, `1`, `2`. `IsTexture` requires C² components, unit length and period $2\pi$ in each momentum. `pd (1, 0)` is $\partial_1$ and `pd (0, 1)` is $\partial_2$.

```lean
import Mathlib

open MeasureTheory Matrix
open scoped Real

namespace QWZTrivialPhase

noncomputable section

/-- The derivative of a function of crystal momentum in the direction `v`. -/
def pd (v : ℝ × ℝ) (f : ℝ × ℝ → ℝ) (k : ℝ × ℝ) : ℝ := fderiv ℝ f k v

/-- A twice continuously differentiable field of unit vectors, `2π`-periodic in both momenta. -/
structure IsTexture (n : ℝ × ℝ → Fin 3 → ℝ) : Prop where
  smooth : ∀ i, ContDiff ℝ 2 (fun k => n k i)
  unit : ∀ k, n k 0 ^ 2 + n k 1 ^ 2 + n k 2 ^ 2 = 1
  periodic₁ : ∀ k, n (k + (2 * π, 0)) = n k
  periodic₂ : ∀ k, n (k + (0, 2 * π)) = n k
```

`berryDensity` is $B$, and `connection` is $A_j$ with the direction as an argument. `chernIntegral` is the iterated integral of $B$, without a prefactor.

```lean
/-- The triple product `n · (∂₁n × ∂₂n)`. -/
def berryDensity (n : ℝ × ℝ → Fin 3 → ℝ) (k : ℝ × ℝ) : ℝ :=
  n k ⬝ᵥ crossProduct (fun i => pd (1, 0) (fun q => n q i) k)
    (fun i => pd (0, 1) (fun q => n q i) k)

/-- The connection `(n_x ∂n_y - n_y ∂n_x) / (1 + n_z)` in the direction `v`. -/
def connection (v : ℝ × ℝ) (n : ℝ × ℝ → Fin 3 → ℝ) (k : ℝ × ℝ) : ℝ :=
  (n k 0 * pd v (fun q => n q 1) k - n k 1 * pd v (fun q => n q 0) k) / (1 + n k 2)

/-- The integral of the triple product over the Brillouin zone. -/
def chernIntegral (n : ℝ × ℝ → Fin 3 → ℝ) : ℝ :=
  ∫ s in (0 : ℝ)..(2 * π), ∫ t in (0 : ℝ)..(2 * π), berryDensity n (s, t)
```

**Q.** Is the curl identity assumed anywhere?

**A.** No, it is derived. The first two lemmas supply the commuting second derivatives and the tangency relations.

```lean
/-- Directional derivatives of a C² function are C¹, and mixed second derivatives commute. -/
theorem pd_regular {f : ℝ × ℝ → ℝ} (hf : ContDiff ℝ 2 f) :
    (∀ v, ContDiff ℝ 1 (pd v f)) ∧ ∀ v w k, pd w (pd v f) k = pd v (pd w f) k := by
  have h1 : ContDiff ℝ 1 (fderiv ℝ f) := hf.fderiv_right (m := 1) one_add_one_eq_two.le
  have hd : Differentiable ℝ (fderiv ℝ f) := h1.differentiable (by simp)
  refine ⟨fun v => h1.clm_apply contDiff_const, fun v w k => ?_⟩
  have key : ∀ a b, pd a (pd b f) k = fderiv ℝ (fderiv ℝ f) k a b := by
    intro a b
    have h := ((ContinuousLinearMap.apply ℝ ℝ b).hasFDerivAt (x := fderiv ℝ f k)).comp k
      (hd k).hasFDerivAt
    exact congrArg (fun L : ℝ × ℝ →L[ℝ] ℝ => L a) h.fderiv
  rw [key, key]
  exact second_derivative_symmetric
    (fun y => (hf.differentiable (by norm_num) y).hasFDerivAt) (hd k).hasFDerivAt w v

/-- Every first directional derivative of a C² periodic unit vector field is orthogonal to the
field. -/
theorem tangent {n : ℝ × ℝ → Fin 3 → ℝ} (h : IsTexture n) (v k : ℝ × ℝ) :
    n k 0 * pd v (fun q => n q 0) k + n k 1 * pd v (fun q => n q 1) k
      + n k 2 * pd v (fun q => n q 2) k = 0 := by
  have d := fun i => ((h.smooth i).differentiable (by norm_num) k).hasFDerivAt
  have e : HasFDerivAt (fun q => n q 0 * n q 0 + n q 1 * n q 1 + n q 2 * n q 2) _ k :=
    (((d 0).mul (d 0)).add ((d 1).mul (d 1))).add ((d 2).mul (d 2))
  have c : (fun q => n q 0 * n q 0 + n q 1 * n q 1 + n q 2 * n q 2) = fun _ => (1 : ℝ) := by
    funext q
    linear_combination h.unit q
  rw [c] at e
  have t : (n k 0 * pd v (fun q => n q 0) k + n k 0 * pd v (fun q => n q 0) k)
      + (n k 1 * pd v (fun q => n q 1) k + n k 1 * pd v (fun q => n q 1) k)
      + (n k 2 * pd v (fun q => n q 2) k + n k 2 * pd v (fun q => n q 2) k) = 0 :=
    congrArg (fun L : ℝ × ℝ →L[ℝ] ℝ => L v) (e.unique (hasFDerivAt_const (1 : ℝ) k))
  linarith
```

The next one shows that $A_j$ is C¹ and periodic; the hypothesis `hs`, which is $n_z>-1$, keeps the denominator positive.

```lean
/-- If the field avoids the south pole, the connection is C¹ and shares every period of
the field. -/
theorem connection_regular {n : ℝ × ℝ → Fin 3 → ℝ} (h : IsTexture n)
    (hs : ∀ k, -1 < n k 2) (v : ℝ × ℝ) :
    ContDiff ℝ 1 (connection v n) ∧
      ∀ p, (∀ k, n (k + p) = n k) → ∀ k, connection v n (k + p) = connection v n k := by
  have hden : ∀ k, 1 + n k 2 ≠ 0 := fun k => ne_of_gt (by linarith [hs k])
  have c := fun i => (h.smooth i).of_le (one_le_two : (1 : WithTop ℕ∞) ≤ 2)
  constructor
  · exact (((c 0).mul ((pd_regular (h.smooth 1)).1 v)).sub
      ((c 1).mul ((pd_regular (h.smooth 0)).1 v))).div
      ((contDiff_const (c := (1 : ℝ))).add (c 2)) hden
  · intro p hp k
    have hpd : ∀ i, pd v (fun q => n q i) (k + p) = pd v (fun q => n q i) k := by
      intro i
      unfold pd
      rw [← fderiv_comp_add_right p]
      simp only [hp]
    simp only [connection, hpd, hp]
```

In the curl proof, `E` is $(1+n_z)A_j=N_j$, `D` is its derivative, and `hJ` is $c_z=n_zB$. The goal is multiplied by $(1+n_z)^2$, and `linear_combination` adds these relations and the symmetry of the mixed second derivatives, with weights that follow the algebra above, including $2+n_z$.

```lean
/-- If the field avoids the south pole, the triple product is the curl of the connection. -/
theorem curl_connection {n : ℝ × ℝ → Fin 3 → ℝ} (h : IsTexture n)
    (hs : ∀ k, -1 < n k 2) (k : ℝ × ℝ) :
    pd (1, 0) (connection (0, 1) n) k - pd (0, 1) (connection (1, 0) n) k
      = berryDensity n k := by
  have hden : ∀ k, 1 + n k 2 ≠ 0 := fun k => ne_of_gt (by linarith [hs k])
  have d := fun i => ((h.smooth i).differentiable (by norm_num) k).hasFDerivAt
  have dd := fun i v =>
    (((pd_regular (h.smooth i)).1 v).differentiable (by simp) k).hasFDerivAt
  have E : ∀ v q, connection v n q * (1 + n q 2)
      = n q 0 * pd v (fun q => n q 1) q - n q 1 * pd v (fun q => n q 0) q :=
    fun v q => div_mul_cancel₀ _ (hden q)
  -- product rule for connection * (1 + n_z)
  have D : ∀ v w, connection v n k * pd w (fun q => n q 2) k
      + (1 + n k 2) * pd w (connection v n) k
      = (n k 0 * pd w (pd v (fun q => n q 1)) k
          + pd v (fun q => n q 1) k * pd w (fun q => n q 0) k)
        - (n k 1 * pd w (pd v (fun q => n q 0)) k
          + pd v (fun q => n q 0) k * pd w (fun q => n q 1) k) := by
    intro v w
    have a : HasFDerivAt (fun q => connection v n q * (1 + n q 2)) _ k :=
      (((connection_regular h hs v).1.differentiable (by simp) k).hasFDerivAt).mul
        ((d 2).const_add 1)
    have b : HasFDerivAt (fun q => n q 0 * pd v (fun q => n q 1) q
        - n q 1 * pd v (fun q => n q 0) q) _ k :=
      ((d 0).mul (dd 1 v)).sub ((d 1).mul (dd 0 v))
    rw [funext (E v)] at a
    exact congrArg (fun L : ℝ × ℝ →L[ℝ] ℝ => L w) (a.unique b)
  -- the z-component of c = B n, where c is the cross product of two vectors tangent at n
  have J : ∀ x y z x1 y1 z1 x2 y2 z2 : ℝ, x ^ 2 + y ^ 2 + z ^ 2 = 1 →
      x * x1 + y * y1 + z * z1 = 0 → x * x2 + y * y2 + z * z2 = 0 →
      x1 * y2 - y1 * x2 = z * (x * (y1 * z2 - z1 * y2) + y * (z1 * x2 - x1 * z2)
        + z * (x1 * y2 - y1 * x2)) := by
    intro x y z x1 y1 z1 x2 y2 z2 hU ha hb
    linear_combination (-(x1 * y2 - y1 * x2)) * hU + (x * y2 - y * x2) * ha
      + (y * x1 - x * y1) * hb
  have hJ := J _ _ _ _ _ _ _ _ _ (h.unit k) (tangent h (1, 0) k) (tangent h (0, 1) k)
  apply mul_left_cancel₀ (pow_ne_zero 2 (hden k))
  simp only [berryDensity, cross_apply, dotProduct, Fin.sum_univ_three,
    Matrix.cons_val_zero, Matrix.cons_val_one, Matrix.cons_val]
  linear_combination (1 + n k 2) * D (0, 1) (1, 0) - (1 + n k 2) * D (1, 0) (0, 1)
    - pd (1, 0) (fun q => n q 2) k * E (0, 1) k + pd (0, 1) (fun q => n q 2) k * E (1, 0) k
    + (2 + n k 2) * hJ
    + (1 + n k 2) * n k 0 * (pd_regular (h.smooth 1)).2 (0, 1) (1, 0) k
    - (1 + n k 2) * n k 1 * (pd_regular (h.smooth 0)).2 (0, 1) (1, 0) k
```

**Q.** And the edges?

**A.** `key` is the divergence theorem for the vector field $(A_2,-A_1)$. `p1` and `p2` match opposite edges.

```lean
/-- A C² periodic unit vector field that avoids the south pole has zero Chern integral. -/
theorem chernIntegral_eq_zero {n : ℝ × ℝ → Fin 3 → ℝ} (h : IsTexture n)
    (hs : ∀ k, -1 < n k 2) : chernIntegral n = 0 := by
  have c := fun v => (connection_regular h hs v).1
  have df := fun v q => ((c v).differentiable (by simp) q).hasFDerivAt
  have cf := fun v => (c v).continuous_fderiv (by simp)
  have hi : Continuous (fun q : ℝ × ℝ => fderiv ℝ (connection (0, 1) n) q (1, 0)
      + (-(fderiv ℝ (connection (1, 0) n) q)) (0, 1)) :=
    ((cf (0, 1)).clm_apply continuous_const).add ((cf (1, 0)).neg.clm_apply continuous_const)
  -- divergence theorem on the Brillouin zone
  have key : (∫ s in (0 : ℝ)..(2 * π), ∫ t in (0 : ℝ)..(2 * π),
      (fderiv ℝ (connection (0, 1) n) (s, t) (1, 0)
        + (-(fderiv ℝ (connection (1, 0) n) (s, t))) (0, 1)))
      = (((∫ s in (0 : ℝ)..(2 * π), -connection (1, 0) n (s, 2 * π))
        - ∫ s in (0 : ℝ)..(2 * π), -connection (1, 0) n (s, 0))
        + ∫ t in (0 : ℝ)..(2 * π), connection (0, 1) n (2 * π, t))
        - ∫ t in (0 : ℝ)..(2 * π), connection (0, 1) n (0, t) := by
    exact integral2_divergence_prod_of_hasFDerivAt_off_countable
      (connection (0, 1) n) (fun q => -connection (1, 0) n q)
      (fun q => fderiv ℝ (connection (0, 1) n) q)
      (fun q => -(fderiv ℝ (connection (1, 0) n) q)) _ _ _ _ ∅ Set.countable_empty
      (c _).continuous.continuousOn (c _).continuous.neg.continuousOn
      (fun q _ => df _ q) (fun q _ => (df _ q).neg)
      (hi.continuousOn.integrableOn_compact (isCompact_uIcc.prod isCompact_uIcc))
  have e : ∀ s t, berryDensity n (s, t) = fderiv ℝ (connection (0, 1) n) (s, t) (1, 0)
      + (-(fderiv ℝ (connection (1, 0) n) (s, t))) (0, 1) := by
    intro s t
    rw [← curl_connection h hs]
    exact sub_eq_add_neg _ _
  -- opposite edges carry the same connection
  have p1 : ∀ t, connection (0, 1) n (2 * π, t) = connection (0, 1) n (0, t) := by
    intro t
    simpa only [Prod.mk_add_mk, add_zero, zero_add] using
      (connection_regular h hs (0, 1)).2 _ h.periodic₁ (0, t)
  have p2 : ∀ s, connection (1, 0) n (s, 2 * π) = connection (1, 0) n (s, 0) := by
    intro s
    simpa only [Prod.mk_add_mk, add_zero, zero_add] using
      (connection_regular h hs (1, 0)).2 _ h.periodic₂ (s, 0)
  unfold chernIntegral
  simp only [e]
  rw [key]
  simp only [p1, p2]
  ring
```

The north-pole version reverses the field. Together the two say that a nonzero integral forces $n$ to reach both poles; reaching both does not force a nonzero integral.

```lean
/-- A C² periodic unit vector field that avoids the north pole has zero Chern integral. -/
theorem chernIntegral_eq_zero_of_north {n : ℝ × ℝ → Fin 3 → ℝ} (h : IsTexture n)
    (hn : ∀ k, n k 2 < 1) : chernIntegral n = 0 := by
  have h' : IsTexture (fun k i => -n k i) :=
    ⟨fun i => (h.smooth i).neg, fun k => by linear_combination h.unit k,
      fun k => by simp only [h.periodic₁], fun k => by simp only [h.periodic₂]⟩
  -- reversing the field reverses the triple product
  have b : ∀ k, berryDensity (fun k i => -n k i) k = -berryDensity n k := by
    intro k
    have p : ∀ v i, pd v (fun q => -n q i) k = -pd v (fun q => n q i) k := fun v i =>
      congrArg (fun L : ℝ × ℝ →L[ℝ] ℝ => L v)
        (((h.smooth i).differentiable (by norm_num) k).hasFDerivAt.neg).fderiv
    simp only [berryDensity, p, cross_apply, dotProduct, Fin.sum_univ_three,
      Matrix.cons_val_zero, Matrix.cons_val_one, Matrix.cons_val]
    ring
  have z := chernIntegral_eq_zero h' (fun k => by linarith [hn k])
  simp only [chernIntegral, b, intervalIntegral.integral_neg] at z
  exact neg_eq_zero.mp z

/-- A C² periodic unit vector field with nonzero Chern integral reaches both poles. -/
theorem reaches_both_poles {n : ℝ × ℝ → Fin 3 → ℝ} (h : IsTexture n)
    (h0 : chernIntegral n ≠ 0) : (∃ k, n k 2 = -1) ∧ ∃ k, n k 2 = 1 := by
  constructor
  · by_contra hc
    exact h0 (chernIntegral_eq_zero h fun k => lt_of_le_of_ne
      (by nlinarith [h.unit k, sq_nonneg (n k 0), sq_nonneg (n k 1)])
      (fun hk => hc ⟨k, hk.symm⟩))
  · by_contra hc
    exact h0 (chernIntegral_eq_zero_of_north h fun k => lt_of_le_of_ne
      (by nlinarith [h.unit k, sq_nonneg (n k 0), sq_nonneg (n k 1)])
      (fun hk => hc ⟨k, hk⟩))
```

**Q.** So far this is geometry. Where are the bands?

**A.** In the Bloch Hamiltonian $H=d\cdot\sigma$, with $\sigma$ the Pauli matrices. The file proves $H^2=|d|^2\,\mathbb 1$; as $H$ is traceless, the energies are $\pm|d|$.

```lean
/-- The Qi-Wu-Zhang vector `(sin k₁, sin k₂, u + cos k₁ + cos k₂)`. -/
def qwzVector (u : ℝ) (k : ℝ × ℝ) : Fin 3 → ℝ :=
  ![Real.sin k.1, Real.sin k.2, u + Real.cos k.1 + Real.cos k.2]

/-- The length of the Qi-Wu-Zhang vector. -/
def qwzNorm (u : ℝ) (k : ℝ × ℝ) : ℝ :=
  Real.sqrt (qwzVector u k 0 ^ 2 + qwzVector u k 1 ^ 2 + qwzVector u k 2 ^ 2)

/-- The Qi-Wu-Zhang vector divided by its length. -/
def qwzField (u : ℝ) (k : ℝ × ℝ) : Fin 3 → ℝ := fun i => qwzVector u k i / qwzNorm u k

/-- The Bloch Hamiltonian: the Qi-Wu-Zhang vector contracted with the Pauli matrices. -/
def qwzHamiltonian (u : ℝ) (k : ℝ × ℝ) : Matrix (Fin 2) (Fin 2) ℂ :=
  !![(qwzVector u k 2 : ℂ), qwzVector u k 0 - Complex.I * qwzVector u k 1;
    qwzVector u k 0 + Complex.I * qwzVector u k 1, -(qwzVector u k 2 : ℂ)]

/-- The Bloch Hamiltonian squares to the squared length of its vector times the identity. -/
theorem qwzHamiltonian_sq (u : ℝ) (k : ℝ × ℝ) :
    qwzHamiltonian u k * qwzHamiltonian u k = ((qwzNorm u k ^ 2 : ℝ) : ℂ) • 1 := by
  have g : ∀ x y z : ℂ, !![z, x - Complex.I * y; x + Complex.I * y, -z]
      * !![z, x - Complex.I * y; x + Complex.I * y, -z]
      = (x ^ 2 + y ^ 2 + z ^ 2) • (1 : Matrix (Fin 2) (Fin 2) ℂ) := by
    intro x y z
    ext i j
    fin_cases i <;> fin_cases j <;> simp [Matrix.mul_apply, Fin.sum_univ_two] <;>
      first
      | ring1
      | linear_combination (-y ^ 2) * Complex.I_sq
  rw [qwzNorm, Real.sq_sqrt (by positivity)]
  push_cast
  exact g _ _ _
```

**Q.** Then is `chernIntegral` the Chern number of a band?

**A.** Up to sign, it is $4\pi$ times that number, because each band's Berry curvature is $\pm B/2$. That identification is textbook physics which I add here; the file defines the integral from $n$ and never builds the curvature from eigenvectors. With it, the result means zero quantised Hall conductance for this clean, non-interacting two-band model at zero temperature with the Fermi level in the gap, and gives a Chern-number code a known answer to reproduce.

**Q.** What about smaller masses?

**A.** The theorems about the model's field assume $|u|>2$. They give no value for the integral at $|u|\le2$, which includes the gap closings at $u=0$ and $u=\pm2$. In the allowed range, the next theorem shows that $d_z$ never vanishes, so dividing by $|d|$ preserves smoothness and periodicity.

```lean
/-- For `|u| > 2` the normalised Qi-Wu-Zhang vector is a C² periodic unit vector field. -/
theorem qwzField_isTexture {u : ℝ} (hu : 2 < |u|) : IsTexture (qwzField u) := by
  have hz : ∀ k, qwzVector u k 2 ≠ 0 := by
    intro k
    change u + Real.cos k.1 + Real.cos k.2 ≠ 0
    intro h0
    rcases lt_abs.mp hu with h | h
    · linarith [Real.neg_one_le_cos k.1, Real.neg_one_le_cos k.2]
    · linarith [Real.cos_le_one k.1, Real.cos_le_one k.2]
  have hpos : ∀ k, 0 < qwzVector u k 0 ^ 2 + qwzVector u k 1 ^ 2 + qwzVector u k 2 ^ 2 := by
    intro k
    have := pow_pos (abs_pos.mpr (hz k)) 2
    rw [sq_abs] at this
    positivity
  have c : ∀ i, ContDiff ℝ 2 (fun k => qwzVector u k i) := by
    have c0 : ContDiff ℝ 2 (fun k : ℝ × ℝ => Real.sin k.1) :=
      Real.contDiff_sin.comp contDiff_fst
    have c1 : ContDiff ℝ 2 (fun k : ℝ × ℝ => Real.sin k.2) :=
      Real.contDiff_sin.comp contDiff_snd
    have c2 : ContDiff ℝ 2 (fun k : ℝ × ℝ => u + Real.cos k.1 + Real.cos k.2) :=
      (contDiff_const.add (Real.contDiff_cos.comp contDiff_fst)).add
        (Real.contDiff_cos.comp contDiff_snd)
    intro i
    fin_cases i
    exacts [c0, c1, c2]
  have p1 : ∀ k, qwzVector u (k + (2 * π, 0)) = qwzVector u k := by
    intro k
    simp [qwzVector]
  have p2 : ∀ k, qwzVector u (k + (0, 2 * π)) = qwzVector u k := by
    intro k
    simp [qwzVector]
  refine ⟨fun i => ?_, fun k => ?_, fun k => ?_, fun k => ?_⟩
  · exact (c i).div (((((c 0).pow 2).add ((c 1).pow 2)).add ((c 2).pow 2)).sqrt
      (fun k => (hpos k).ne')) (fun k => (Real.sqrt_pos.mpr (hpos k)).ne')
  · simp only [qwzField, div_pow]
    rw [← add_div, ← add_div, qwzNorm, Real.sq_sqrt (hpos k).le, div_self (hpos k).ne']
  · funext i
    simp only [qwzField, qwzNorm, p1]
  · funext i
    simp only [qwzField, qwzNorm, p2]
```

The last theorem splits on the sign of $u$. For $u>2$ it uses $n_z\ge0$ and the south-pole result; for $u<-2$ it uses $n_z\le0$ and the north-pole result.

```lean
/-- The Qi-Wu-Zhang model with `|u| > 2` has zero Chern integral. -/
theorem qwz_chernIntegral_eq_zero {u : ℝ} (hu : 2 < |u|) :
    chernIntegral (qwzField u) = 0 := by
  rcases lt_abs.mp hu with h | h
  · refine chernIntegral_eq_zero (qwzField_isTexture hu) fun k => ?_
    have hz : 0 ≤ qwzVector u k 2 := by
      change 0 ≤ u + Real.cos k.1 + Real.cos k.2
      linarith [Real.neg_one_le_cos k.1, Real.neg_one_le_cos k.2]
    have : 0 ≤ qwzField u k 2 := div_nonneg hz (Real.sqrt_nonneg _)
    linarith
  · refine chernIntegral_eq_zero_of_north (qwzField_isTexture hu) fun k => ?_
    have hz : qwzVector u k 2 ≤ 0 := by
      change u + Real.cos k.1 + Real.cos k.2 ≤ 0
      linarith [Real.cos_le_one k.1, Real.cos_le_one k.2]
    have : qwzField u k 2 ≤ 0 := div_nonpos_of_nonpos_of_nonneg hz (Real.sqrt_nonneg _)
    linarith

end

end QWZTrivialPhase
```

```lean
#print axioms QWZTrivialPhase.chernIntegral_eq_zero_of_north
#print axioms QWZTrivialPhase.reaches_both_poles
#print axioms QWZTrivialPhase.qwzHamiltonian_sq
#print axioms QWZTrivialPhase.qwz_chernIntegral_eq_zero
```

```
'QWZTrivialPhase.chernIntegral_eq_zero_of_north' depends on axioms: [propext, Classical.choice, Quot.sound]
'QWZTrivialPhase.reaches_both_poles' depends on axioms: [propext, Classical.choice, Quot.sound]
'QWZTrivialPhase.qwzHamiltonian_sq' depends on axioms: [propext, Classical.choice, Quot.sound]
'QWZTrivialPhase.qwz_chernIntegral_eq_zero' depends on axioms: [propext, Classical.choice, Quot.sound]
```
